# Output probabilities for n photons entering one port of a lossless beam splitter sum to one

For real `c` and `s` with c² + s² = 1 and any natural number n, the lemma states that the squares of √(n choose k) cᵏ sⁿ⁻ᵏ, summed over k from 0 to n, give 1. In physics these are the amplitudes for finding k photons in one output of a lossless beam splitter and n − k in the other, when n photons enter one port and none the other. The lemma takes the amplitudes as given, with real coefficients, and does not derive them from a model of the beam splitter. The attempt means to write the 1 on the right as (c² + s²)ⁿ, expand it by the binomial theorem and compare the two sums term by term.

As first written in Lean, the proof fails:

```lean
import Mathlib

open MvPolynomial (pderiv X C)
open scoped Polynomial

namespace HermiteBeamSplitter

noncomputable section

/-- The squared beam-splitter amplitudes sum to one. -/
theorem beam_splitter_probabilities (c s : ℝ) (h : c ^ 2 + s ^ 2 = 1) (n : ℕ) :
    ∑ k ∈ Finset.range (n + 1), (√(n.choose k : ℝ) * c ^ k * s ^ (n - k)) ^ 2 = 1 := by
  rw [← one_pow n, ← h, add_pow]
  refine Finset.sum_congr rfl fun k _ => ?_
  rw [mul_pow, mul_pow, Real.sq_sqrt (Nat.cast_nonneg _)]
  ring

end

end HermiteBeamSplitter
```

Messages:

```
Main.lean:13:24: error: Tactic `rewrite` failed: Did not find an occurrence of the pattern
  (?x + ?y) ^ ?n
in the target expression
  ∑ k ∈ Finset.range (n + 1 ^ n), (√↑(n.choose k) * c ^ k * s ^ (n - k)) ^ 2 = c ^ 2 + s ^ 2

c s : ℝ
h : c ^ 2 + s ^ 2 = 1
n : ℕ
⊢ ∑ k ∈ Finset.range (n + 1 ^ n), (√↑(n.choose k) * c ^ k * s ^ (n - k)) ^ 2 = c ^ 2 + s ^ 2
```

The mended proof, as a diff:

```diff
@@ -11,5 +11,6 @@
 theorem beam_splitter_probabilities (c s : ℝ) (h : c ^ 2 + s ^ 2 = 1) (n : ℕ) :
     ∑ k ∈ Finset.range (n + 1), (√(n.choose k : ℝ) * c ^ k * s ^ (n - k)) ^ 2 = 1 := by
-  rw [← one_pow n, ← h, add_pow]
+  have hn : (c ^ 2 + s ^ 2) ^ n = 1 := by rw [h, one_pow]
+  rw [← hn, add_pow]
   refine Finset.sum_congr rfl fun k _ => ?_
   rw [mul_pow, mul_pow, Real.sq_sqrt (Nat.cast_nonneg _)]
```

Diagnosis. The message says that `add_pow` found no power of a sum to expand. The fault lies in the first rewrite. Read backwards, `one_pow n` turns a 1 into `1 ^ n`, but nothing in `← one_pow n` says which type the 1 belongs to. Lean settled on the natural number 1 in `Finset.range (n + 1)`, which became `n + 1 ^ n`, and left the real 1 on the right-hand side alone. The next step, `← h`, then turned that real 1 into `c ^ 2 + s ^ 2`, without the exponent `n` that `add_pow` needs.

The repair first proves `hn`, which says that `(c ^ 2 + s ^ 2) ^ n = 1` over the reals. Because the 1 in `hn` is real, `← hn` rewrites the right-hand side and leaves the range as it was. The right-hand side is now a power of a sum, which `add_pow` expands into a sum over the same range, and the rest of the proof goes through unchanged.
